# Hard walls in finite matrices: as the strength of a positive semidefinite penalty with a nonzero kernel grows, the ground energy converges from below to the lowest energy of normalised states in that kernel

A code that forbids part of its state space by adding a large energy penalty reports a number that can depend on the penalty strength. If that number still rises when the strength is raised, the rise alone does not show whether it is approaching the constrained ground energy or growing without bound. Both happen, and the kernel of the penalty matrix decides which.

## The limit and a bound on leakage

Let $H$ be a Hermitian and $P$ a positive semidefinite $m\times m$ matrix, and let $S$ be the set of unit vectors in $\mathbb C^m$. For real $a$ define
$$E(a)=\min_{\psi\in S}\langle\psi,(H+aP)\psi\rangle .$$
If $P$ has a nonzero kernel vector, then $E$ is nondecreasing and
$$\lim_{a\to\infty}E(a)=E_\infty:=\min_{\psi\in S,\;P\psi=0}\langle\psi,H\psi\rangle .$$
If the kernel is trivial, $E(a)\to\infty$. For $a>0$, a ground state $\psi_a$ of $H+aP$ and any $\varphi\in S$ with $P\varphi=0$ satisfy
$$\langle\psi_a,P\psi_a\rangle\le\frac{\langle\varphi,H\varphi\rangle-E(0)}{a}.$$

## Excluded sites and penalised sectors

On a finite lattice, an electron can be kept off chosen sites by a large on-site potential there; $P$ is then the projector onto those sites. In a finite many-body basis, $P=(N-N_0)^2$, with $N$ the particle-number matrix, favours the sector with $N_0$ particles. In both uses, as long as the basis contains an allowed state, the penalised ground energy lies at or below the constrained one, so in general it is not a variational upper bound for the constrained problem.

Two sites are the smallest case in which such a wall has any effect, since for $m=1$ a nonzero kernel forces $P=0$. Take hopping $-t$ with $t>0$, zero on-site energies, and $P=\mathrm{diag}(0,1)$. Then
$$E(a)=\frac{a-\sqrt{a^2+4t^2}}{2}=-\frac{2t^2}{a+\sqrt{a^2+4t^2}},$$
which rises to $E_\infty=0$, with an error close to $t^2/a$ for large $a$. The probability on the penalised site is then close to $t^2/a^2$, well below the value $t/a$ that the leakage bound gives.

## Derivation by trial states and compactness

Write $h(\psi)=\mathrm{Re}\,\langle\psi,H\psi\rangle$ and $p(\psi)=\langle\psi,P\psi\rangle$. The energy of $\psi$ at strength $a$ is $h(\psi)+a\,p(\psi)$.

**Minimisers exist.** $S$ is closed, bounded and nonempty, and the energy is continuous. The same holds on $S\cap\ker P$ when the kernel is nonzero, which gives a constrained minimiser $\psi_0$ with $h(\psi_0)=E_\infty$.

**The penalty detects the kernel.** With $P=B^\dagger B$, $p(\psi)=\|B\psi\|^2\ge0$. If this vanishes, then $B\psi=0$ and so $P\psi=0$; the converse is immediate.

**Monotonicity.** For $a\le b$, use a ground state $\psi_b$ of the stronger wall as a trial state for the weaker one:
$$E(a)\le h(\psi_b)+a\,p(\psi_b)\le h(\psi_b)+b\,p(\psi_b)=E(b).$$

**Upper bound.** Since $p(\psi_0)=0$, $E(a)\le h(\psi_0)=E_\infty$ for every $a$.

**Lower bound.** Suppose every state in $S\cap\ker P$ has $h>c$. The set $L=\{\psi\in S: h(\psi)\le c\}$ is compact and contains no kernel state, so $p\ge p_*$ on $L$ for some $p_*>0$ (any $p_*$ serves if $L$ is empty). Let $a\ge\max(0,(c-E(0))/p_*)$. On $L$,
$$h(\psi)+a\,p(\psi)\ge E(0)+a\,p_*\ge c,$$
and off $L$ the energy exceeds $c$ already. Hence $E(a)\ge c$.

**Limit.** Given $b<E_\infty$, take $c=(b+E_\infty)/2$. For all large $a$, $b<c\le E(a)\le E_\infty$, which is convergence. If the kernel is trivial, the assumption on $c$ holds vacuously for every $c$, so $E(a)\to\infty$.

**Leakage.** Comparing $\psi_a$ with $\varphi$ gives
$$E(0)+a\,p(\psi_a)\le h(\psi_a)+a\,p(\psi_a)\le h(\varphi),$$
and division by $a$ gives the bound.

## The Lean file

```lean
import Mathlib

open Matrix Filter Topology
open scoped ComplexOrder

namespace HardWallLimit

noncomputable section

variable {n : Type*} [Fintype n]

/-- The normalised states: amplitude vectors whose total probability is one. -/
def states (n : Type*) [Fintype n] : Set (n → ℂ) := {ψ | ∑ i, ‖ψ i‖ ^ 2 = 1}

/-- The real part of the expectation value `⟨ψ, A ψ⟩`. -/
def energy (A : Matrix n n ℂ) (ψ : n → ℂ) : ℝ := (star ψ ⬝ᵥ A *ᵥ ψ).re

/-- The ground energy: the infimum of the energy over normalised states. -/
def groundEnergy (A : Matrix n n ℂ) : ℝ := sInf (energy A '' states n)

/-- The normalised states form a compact set. -/
theorem isCompact_states : IsCompact (states n) := by
  have hclosed : IsClosed {ψ : n → ℂ | ∑ i, ‖ψ i‖ ^ 2 = 1} :=
    isClosed_eq (by fun_prop) continuous_const
  refine Metric.isCompact_of_isClosed_isBounded hclosed ?_
  refine (Metric.isBounded_closedBall (x := (0 : n → ℂ)) (r := 1)).subset fun ψ hψ => ?_
  rw [mem_closedBall_zero_iff, pi_norm_le_iff_of_nonneg zero_le_one]
  intro i
  have h : ‖ψ i‖ ^ 2 ≤ ∑ j, ‖ψ j‖ ^ 2 :=
    Finset.single_le_sum (f := fun j => ‖ψ j‖ ^ 2) (fun j _ => sq_nonneg _) (Finset.mem_univ i)
  have h1 : ∑ j, ‖ψ j‖ ^ 2 = 1 := hψ
  nlinarith [norm_nonneg (ψ i)]

/-- Every nonzero vector can be rescaled to a normalised state. -/
theorem exists_smul_mem_states {ψ : n → ℂ} (hψ : ψ ≠ 0) : ∃ c : ℂ, c • ψ ∈ states n := by
  obtain ⟨i, hi⟩ := Function.ne_iff.mp hψ
  have hi' : 0 < ‖ψ i‖ := norm_pos_iff.mpr hi
  have hS : 0 < ∑ j, ‖ψ j‖ ^ 2 :=
    Finset.sum_pos' (fun j _ => sq_nonneg _) ⟨i, Finset.mem_univ i, by positivity⟩
  refine ⟨((√(∑ j, ‖ψ j‖ ^ 2))⁻¹ : ℝ), ?_⟩
  simp only [states, Set.mem_ofPred_eq, Pi.smul_apply, smul_eq_mul, norm_mul, mul_pow,
    Complex.norm_real, Real.norm_eq_abs, sq_abs, inv_pow]
  rw [← Finset.mul_sum, Real.sq_sqrt hS.le]
  exact inv_mul_cancel₀ hS.ne'

/-- The energy depends continuously on the state. -/
theorem continuous_energy (A : Matrix n n ℂ) : Continuous (energy A) := by
  unfold energy
  simp only [dotProduct, mulVec, Pi.star_apply]
  fun_prop

/-- The ground energy is attained by a normalised state and is a lower bound for all of them. -/
theorem groundEnergy_isLeast [Nonempty n] (A : Matrix n n ℂ) :
    IsLeast (energy A '' states n) (groundEnergy A) := by
  obtain ⟨c, hc⟩ := exists_smul_mem_states (one_ne_zero : (1 : n → ℂ) ≠ 0)
  exact (isCompact_states.image (continuous_energy A)).isLeast_sInf ⟨_, _, hc, rfl⟩

/-- The energy with a wall of strength `a` is the bare energy plus `a` times the penalty. -/
theorem energy_add_smul (H P : Matrix n n ℂ) (a : ℝ) (ψ : n → ℂ) :
    energy (H + a • P) ψ = energy H ψ + a * energy P ψ := by
  simp [energy, Matrix.add_mulVec, Matrix.smul_mulVec, dotProduct_add, dotProduct_smul]

/-- A positive semidefinite penalty is nonnegative, and it vanishes exactly on its kernel. -/
theorem penalty_nonneg_and_eq_zero_iff {P : Matrix n n ℂ} (hP : P.PosSemidef) (ψ : n → ℂ) :
    0 ≤ energy P ψ ∧ (energy P ψ = 0 ↔ P *ᵥ ψ = 0) := by
  have h := Complex.nonneg_iff.mp (hP.dotProduct_mulVec_nonneg ψ)
  refine ⟨h.1, fun h0 => ?_, fun h0 => by simp [energy, h0]⟩
  exact (hP.dotProduct_mulVec_zero_iff ψ).mp (Complex.ext h0 h.2.symm)

/-- If all normalised states in the kernel of `P` have energy above `c`, then for every
sufficiently strong wall the ground energy is at least `c`. -/
theorem le_groundEnergy_of_strong_wall [Nonempty n] (H : Matrix n n ℂ) {P : Matrix n n ℂ}
    (hP : P.PosSemidef) (c : ℝ) (hc : ∀ ψ ∈ states n, P *ᵥ ψ = 0 → c < energy H ψ) :
    ∃ a₀ : ℝ, ∀ a : ℝ, a₀ ≤ a → c ≤ groundEnergy (H + a • P) := by
  have hK : IsCompact (states n ∩ {ψ | energy H ψ ≤ c}) :=
    isCompact_states.inter_right (isClosed_le (continuous_energy H) continuous_const)
  -- on the states of low energy the penalty is bounded away from zero
  have key : ∃ p : ℝ, 0 < p ∧ ∀ ψ ∈ states n, energy H ψ ≤ c → p ≤ energy P ψ := by
    rcases Set.eq_empty_or_nonempty (states n ∩ {ψ | energy H ψ ≤ c}) with h | h
    · refine ⟨1, one_pos, fun ψ hψ hle => ?_⟩
      have hmem : ψ ∈ states n ∩ {ψ | energy H ψ ≤ c} := ⟨hψ, hle⟩
      rw [h] at hmem
      exact absurd hmem (Set.notMem_empty ψ)
    · obtain ⟨χ, hχ, hmin⟩ := hK.exists_isMinOn h (continuous_energy P).continuousOn
      have hpen := penalty_nonneg_and_eq_zero_iff hP χ
      refine ⟨energy P χ, lt_of_le_of_ne hpen.1 fun h0 => ?_,
        fun ψ hψ hle => isMinOn_iff.mp hmin ψ ⟨hψ, hle⟩⟩
      exact absurd (hc χ hχ.1 (hpen.2.mp h0.symm)) (not_lt_of_ge hχ.2)
  obtain ⟨p, hp, hgap⟩ := key
  refine ⟨max 0 ((c - groundEnergy H) / p), fun a ha => ?_⟩
  have ha0 : 0 ≤ a := (le_max_left _ _).trans ha
  have ha1 : c - groundEnergy H ≤ a * p := (div_le_iff₀ hp).mp ((le_max_right _ _).trans ha)
  obtain ⟨ψ, hψ, he⟩ := (groundEnergy_isLeast (H + a • P)).1
  rw [← he, energy_add_smul]
  have hH : groundEnergy H ≤ energy H ψ := (groundEnergy_isLeast H).2 ⟨ψ, hψ, rfl⟩
  rcases le_or_gt (energy H ψ) c with h | h
  · have := mul_le_mul_of_nonneg_left (hgap ψ hψ h) ha0
    linarith
  · have := mul_nonneg ha0 (penalty_nonneg_and_eq_zero_iff hP ψ).1
    linarith

/-- Hard-wall limit: the ground energy of `H + a P` is nondecreasing in `a` and converges, as
`a` tends to infinity, to the minimum of `⟨ψ, H ψ⟩` over normalised states in the kernel of `P`. -/
theorem hard_wall_limit {H P : Matrix n n ℂ} (hH : H.IsHermitian) (hP : P.PosSemidef)
    (hker : ∃ χ : n → ℂ, χ ≠ 0 ∧ P *ᵥ χ = 0) :
    Monotone (fun a : ℝ => groundEnergy (H + a • P)) ∧
    ∃ ψ₀ ∈ states n, P *ᵥ ψ₀ = 0 ∧
      (∀ φ ∈ states n, P *ᵥ φ = 0 → energy H ψ₀ ≤ energy H φ) ∧
      (energy H ψ₀ : ℂ) = star ψ₀ ⬝ᵥ H *ᵥ ψ₀ ∧
      Tendsto (fun a : ℝ => groundEnergy (H + a • P)) atTop (𝓝 (energy H ψ₀)) := by
  obtain ⟨χ, hχ, hPχ⟩ := hker
  obtain ⟨i, -⟩ := Function.ne_iff.mp hχ
  have : Nonempty n := ⟨i⟩
  constructor
  · -- the ground state of the stronger wall is a trial state for the weaker one
    intro a b hab
    change groundEnergy (H + a • P) ≤ groundEnergy (H + b • P)
    obtain ⟨ψ, hψ, he⟩ := (groundEnergy_isLeast (H + b • P)).1
    have h1 : groundEnergy (H + a • P) ≤ energy (H + a • P) ψ :=
      (groundEnergy_isLeast _).2 ⟨ψ, hψ, rfl⟩
    rw [energy_add_smul] at h1 he
    have := mul_le_mul_of_nonneg_right hab (penalty_nonneg_and_eq_zero_iff hP ψ).1
    linarith
  · have hcont : Continuous fun ψ : n → ℂ => P *ᵥ ψ :=
      Continuous.matrix_mulVec continuous_const continuous_id
    have hK : IsCompact (states n ∩ {ψ | P *ᵥ ψ = 0}) :=
      isCompact_states.inter_right (isClosed_eq hcont continuous_const)
    obtain ⟨c, hc⟩ := exists_smul_mem_states hχ
    have hne : (states n ∩ {ψ | P *ᵥ ψ = 0}).Nonempty :=
      ⟨c • χ, hc, by simp [Matrix.mulVec_smul, hPχ]⟩
    obtain ⟨ψ₀, h₀, hmin⟩ := hK.exists_isMinOn hne (continuous_energy H).continuousOn
    have hmin' : ∀ φ ∈ states n, P *ᵥ φ = 0 → energy H ψ₀ ≤ energy H φ :=
      fun φ hφ hPφ => isMinOn_iff.mp hmin φ ⟨hφ, hPφ⟩
    refine ⟨ψ₀, h₀.1, h₀.2, hmin', ?_, tendsto_order.2 ⟨fun b hb => ?_, fun b hb => ?_⟩⟩
    · -- expectation values of a Hermitian matrix are real
      have hreal : star (star ψ₀ ⬝ᵥ H *ᵥ ψ₀) = star ψ₀ ⬝ᵥ H *ᵥ ψ₀ := by
        rw [← Matrix.star_dotProduct, Matrix.star_mulVec, hH.eq, ← Matrix.dotProduct_mulVec]
      exact Complex.conj_eq_iff_re.mp hreal
    · -- lower bound: a strong wall lifts the ground energy above any b below the limit
      obtain ⟨a₀, ha₀⟩ := le_groundEnergy_of_strong_wall H hP ((b + energy H ψ₀) / 2)
        (fun φ hφ hPφ => by linarith [hmin' φ hφ hPφ])
      filter_upwards [eventually_ge_atTop a₀] with a ha
      linarith [ha₀ a ha]
    · -- upper bound: the constrained minimiser does not feel the wall
      refine Eventually.of_forall fun a => ?_
      have h1 : groundEnergy (H + a • P) ≤ energy (H + a • P) ψ₀ :=
        (groundEnergy_isLeast _).2 ⟨ψ₀, h₀.1, rfl⟩
      rw [energy_add_smul, (penalty_nonneg_and_eq_zero_iff hP ψ₀).2.mpr h₀.2] at h1
      linarith

/-- If the penalty has trivial kernel, the ground energy grows without bound with the
strength of the wall. -/
theorem groundEnergy_tendsto_atTop [Nonempty n] (H : Matrix n n ℂ) {P : Matrix n n ℂ}
    (hP : P.PosSemidef) (hker : ∀ ψ : n → ℂ, P *ᵥ ψ = 0 → ψ = 0) :
    Tendsto (fun a : ℝ => groundEnergy (H + a • P)) atTop atTop := by
  refine tendsto_atTop.2 fun c => ?_
  obtain ⟨a₀, ha₀⟩ := le_groundEnergy_of_strong_wall H hP c (fun ψ hψ h0 => by
    rw [hker ψ h0] at hψ
    simp [states] at hψ)
  filter_upwards [eventually_ge_atTop a₀] with a ha
  exact ha₀ a ha

/-- In a ground state at wall strength `a > 0`, the penalty expectation is at most `1 / a` times
the energy of any normalised state in the kernel of `P`, measured from the ground energy of `H`. -/
theorem penalty_le_of_groundState [Nonempty n] {H P : Matrix n n ℂ} {a : ℝ} (ha : 0 < a)
    {ψ φ : n → ℂ} (hψ : ψ ∈ states n) (hground : energy (H + a • P) ψ = groundEnergy (H + a • P))
    (hφ : φ ∈ states n) (hPφ : P *ᵥ φ = 0) :
    energy P ψ ≤ (energy H φ - groundEnergy H) / a := by
  have h1 : groundEnergy H ≤ energy H ψ := (groundEnergy_isLeast H).2 ⟨ψ, hψ, rfl⟩
  have h2 : groundEnergy (H + a • P) ≤ energy (H + a • P) φ :=
    (groundEnergy_isLeast _).2 ⟨φ, hφ, rfl⟩
  have h3 : energy P φ = 0 := by simp [energy, hPφ]
  rw [← hground, energy_add_smul, energy_add_smul, h3] at h2
  rw [le_div_iff₀ ha]
  linarith

end

end HardWallLimit
```

```lean
#print axioms HardWallLimit.hard_wall_limit
#print axioms HardWallLimit.groundEnergy_tendsto_atTop
#print axioms HardWallLimit.penalty_le_of_groundState
```

```
'HardWallLimit.hard_wall_limit' depends on axioms: [propext, Classical.choice, Quot.sound]
'HardWallLimit.groundEnergy_tendsto_atTop' depends on axioms: [propext, Classical.choice, Quot.sound]
'HardWallLimit.penalty_le_of_groundState' depends on axioms: [propext, Classical.choice, Quot.sound]
```

## Scope of the theorems and how the proof runs

The finite type `n` labels the basis, which is taken to be orthonormal, and `states n` is $S$, written as a sum of squared moduli because Lean's default norm on `n → ℂ` is the largest modulus. `energy` is the real part of the expectation value, and `groundEnergy` is an infimum, which `groundEnergy_isLeast` shows to be attained.

`hard_wall_limit` assumes `hH` (Hermitian), `hP` (positive semidefinite) and `hker` (a nonzero kernel vector). It returns monotonicity and a normalised `ψ₀` in the kernel that minimises the energy there, has a real expectation value and gives the limit. Hermiticity is used only for that reality.

The lower bound is `le_groundEnergy_of_strong_wall`: its `key` step finds $p_*$ by minimising the penalty over $L$, and the final case split treats states in and off $L$. In the main proof, `tendsto_order` splits convergence into the lower and upper bounds above. `groundEnergy_tendsto_atTop` covers the trivial kernel, and `penalty_le_of_groundState` is the leakage bound, which does not even need `P` to be positive semidefinite.

For a code, three limits matter:

- The strength that the proof finds sufficient for a given energy error depends on $p_*$, which is not computed, so these theorems give no convergence rate for the energy.
- The ground states themselves are not shown to converge; only their penalty expectation is bounded.
- The arithmetic is exact and the dimension finite. Rounding error and slower iterative solvers at large $a$ are not modelled, nor is the continuum limit.

The identification of `groundEnergy` with the lowest eigenvalue returned by a diagonaliser is the Rayleigh–Ritz principle, which the file does not prove.
